# In a fixed traceless orthonormal operator family, a master-equation generator determines its traceless Hamiltonian and its coefficients

## Two descriptions of one relaxing system

Suppose that two people describe the same open quantum system by a master equation. Each reports a Hamiltonian and a dissipative term, and the two Hamiltonians differ by more than a constant. Both equations may still give the same evolution, because part of the dissipative term can be moved into the Hamiltonian. The split into coherent and dissipative parts is not unique until a convention removes this freedom.

For a system with $N$ levels and $\hbar=1$, write the generator as

$$L(\rho)=-i[H,\rho]+\sum_{a,b}C_{ab}\Big(F_a\rho F_b^\dagger-\tfrac12\{F_b^\dagger F_a,\rho\}\Big).$$

Here $\rho$ is the density matrix, $H$ the Hamiltonian including bath-induced shifts, $F_a$ a fixed family of operators and $C$ the matrix of rates and their cross terms. The convention is $\mathrm{tr}\,H=0$, $\mathrm{tr}\,F_a=0$ and $\mathrm{tr}(F_a^\dagger F_b)=\delta_{ab}$. The trace of $H$ only sets the zero of energy. With this convention, equal generators have equal $H$ and equal $C$.

## The freedom that tracelessness removes

Replace each $F_a$ by $F_a+\alpha_a 1$ with complex numbers $\alpha_a$. In the dissipative term the products $\alpha_a\alpha_b^*\rho$ cancel. The terms linear in $\alpha$ add

$$\tfrac12[S,\rho],\qquad S=\sum_{a,b}C_{ab}(\alpha_b^*F_a-\alpha_aF_b^\dagger).$$

Adding $K=-\tfrac{i}{2}S$ to the Hamiltonian contributes $-i[K,\rho]=-\tfrac12[S,\rho]$, so $L$ is unchanged. If $F_a$ and $F_a+\alpha_a1$ are both traceless, then $N\alpha_a=0$, and no shift is left.

## Reading the coefficients off the generator

Let $E_{ij}$ be the matrix with a single 1 in row $i$, column $j$. For a matrix $Y$ define

$$P_Y(L)=\sum_{i,j}L(E_{ij})\,Y\,E_{ji}.$$

Since $E_{ij}ME_{ji}=M_{jj}E_{ii}$ and $\sum_iE_{ii}=1$, the map $\rho\mapsto A\rho B$ gives

$$\sum_{i,j}AE_{ij}BYE_{ji}=\sum_{i,j}(BY)_{jj}AE_{ii}=\mathrm{tr}(BY)\,A.$$

Every term of the generator has this form, with $A$ or $B$ equal to 1 where necessary. By linearity,

$$\begin{aligned}P_Y(L)={}&-i\big(\mathrm{tr}(Y)H-\mathrm{tr}(HY)1\big)\\&+\sum_{a,b}C_{ab}\Big[\mathrm{tr}(F_b^\dagger Y)F_a-\tfrac12\big(\mathrm{tr}(Y)F_b^\dagger F_a+\mathrm{tr}(F_b^\dagger F_aY)1\big)\Big].\end{aligned}$$

Set $Y=F_d$. The terms with $\mathrm{tr}\,Y$ vanish, and orthonormality leaves $\sum_aC_{ad}F_a$ plus a multiple of 1. Multiplying by $F_c^\dagger$ and taking the trace removes that multiple, because $\mathrm{tr}\,F_c^\dagger=0$:

$$\mathrm{tr}\big(F_c^\dagger P_{F_d}(L)\big)=C_{cd}.$$

Equal generators therefore have $C=C'$.

Now set $Y=1$. The dissipative contributions are equal and cancel. Since $H$ and $H'$ are traceless, $-iNH=-iNH'$ remains, and hence $H=H'$.

## Hermiticity as a consequence

Taking adjoints and exchanging the names $a$ and $b$ shows that $\rho\mapsto L(\rho^\dagger)^\dagger$ is the generator with data $H^\dagger$ and $C^\dagger$. If $L$ commutes with the adjoint, this map equals $L$, and uniqueness gives $H=H^\dagger$ and $C=C^\dagger$. Conversely, Hermitian data give back $L(\rho^\dagger)^\dagger=L(\rho)$.

## What the Lean theorems say

`canonical_form_unique` takes a family `F` with `TracelessOrthonormal F`, traceless `H` and `H'`, and generators that agree on every matrix `ρ`. It concludes `H = H' ∧ C = C'`. The type `n` labels the basis states, so $N$ is its number of elements; `ι` labels the operators. The superscript in `Fᴴ` is the adjoint and has nothing to do with the Hamiltonian `H`. The map $P_Y$ is called `probe Y`, which is not a textbook name.

The family need not span all traceless matrices, and neither `H` nor `C` is assumed Hermitian. `preserves_adjoint_iff` identifies Hermitian data with generators that respect the adjoint.

The theorem compares two descriptions in the same finite family. Passing to another orthonormal basis of its span can change $C$ but not the traceless $H$. Lindblad's name is attached to a different statement, about existence: in finite dimension, generators of completely positive, trace-preserving semigroups have this form with positive semidefinite $C$ when the family spans all traceless matrices. Neither existence nor positivity enters here. For finite-dimensional Lindblad or Redfield generators written in this form, the result makes it meaningful to compare traceless Hamiltonians and coefficient matrices in a common family. The generator fixes only the total $H$; separating the bath-induced shifts from it takes further information, such as the bare Hamiltonian. The theorem starts from known generators: extracting one from states measured at discrete times is a separate step.

## The Lean file

```lean
import Mathlib

open Matrix

namespace LindbladCanonicalForm

noncomputable section

variable {n ι : Type*} [Fintype n] [DecidableEq n] [Fintype ι] [DecidableEq ι]

/-- A family of traceless matrices that is orthonormal for the Hilbert-Schmidt
inner product `tr (A† B)`. -/
structure TracelessOrthonormal (F : ι → Matrix n n ℂ) : Prop where
  traceless : ∀ a, (F a).trace = 0
  orthonormal : ∀ a b, ((F a)ᴴ * F b).trace = if a = b then 1 else 0

/-- The generator `-i[H,ρ] + ∑ C_ab (F_a ρ F_b† - ½ {F_b† F_a, ρ})`. -/
def generator (H : Matrix n n ℂ) (F : ι → Matrix n n ℂ) (C : Matrix ι ι ℂ)
    (ρ : Matrix n n ℂ) : Matrix n n ℂ :=
  (-Complex.I) • (H * ρ - ρ * H) + ∑ a, ∑ b, C a b •
    (F a * ρ * (F b)ᴴ - (1 / 2 : ℂ) • ((F b)ᴴ * F a * ρ + ρ * ((F b)ᴴ * F a)))

/-- The map `ρ ↦ A ρ B`. -/
def sandwich (A B : Matrix n n ℂ) : Matrix n n ℂ → Matrix n n ℂ := fun ρ => A * ρ * B

/-- The probe `L ↦ ∑_ij L(E_ij) Y E_ji`, which tests a map `L` on all matrix units `E_ij`. -/
def probe (Y : Matrix n n ℂ) : (Matrix n n ℂ → Matrix n n ℂ) →ₗ[ℂ] Matrix n n ℂ where
  toFun L := ∑ i, ∑ j, L (Matrix.single i j 1) * Y * Matrix.single j i 1
  map_add' L M := by simp only [Pi.add_apply, add_mul, Finset.sum_add_distrib]
  map_smul' c L := by
    simp only [Pi.smul_apply, smul_mul_assoc, Finset.smul_sum, RingHom.id_apply]

/-- Probing the map `ρ ↦ A ρ B` returns `A` multiplied by the number `tr (B Y)`. -/
theorem probe_sandwich (A B Y : Matrix n n ℂ) :
    probe Y (sandwich A B) = (B * Y).trace • A := by
  -- a matrix between two matrix units contributes one diagonal entry
  have h1 : ∀ (M : Matrix n n ℂ) (i j : n),
      Matrix.single i j (1 : ℂ) * M * Matrix.single j i 1
        = M j j • Matrix.single i i (1 : ℂ) := by
    intro M i j
    ext p q
    rcases eq_or_ne i p with rfl | hp <;> rcases eq_or_ne i q with rfl | hq <;>
      simp [Matrix.mul_apply, Matrix.single_apply, *]
  have h2 : ∑ i : n, Matrix.single i i (1 : ℂ) = 1 := by
    ext p q
    simp [Matrix.sum_apply, Matrix.single_apply, ite_and, Matrix.one_apply]
  calc probe Y (sandwich A B)
      = ∑ i, ∑ j, (B * Y) j j • (A * Matrix.single i i (1 : ℂ)) := by
        refine Finset.sum_congr rfl fun i _ => Finset.sum_congr rfl fun j _ => ?_
        rw [← mul_smul_comm, ← h1]
        simp only [sandwich, mul_assoc]
    _ = (B * Y).trace • A := by
        simp only [← Finset.sum_smul, ← Finset.smul_sum, ← Finset.mul_sum]
        rw [h2, mul_one]
        rfl

omit [DecidableEq ι] in
/-- The probe of a complete generator, term by term. -/
theorem probe_generator (H Y : Matrix n n ℂ) (F : ι → Matrix n n ℂ) (C : Matrix ι ι ℂ) :
    probe Y (generator H F C) =
      (-Complex.I) • (Y.trace • H - (H * Y).trace • (1 : Matrix n n ℂ)) +
      ∑ a, ∑ b, C a b • (((F b)ᴴ * Y).trace • F a - (1 / 2 : ℂ) •
        (Y.trace • ((F b)ᴴ * F a) + ((F b)ᴴ * F a * Y).trace • (1 : Matrix n n ℂ))) := by
  have h : generator H F C = (-Complex.I) • (sandwich H 1 - sandwich 1 H) +
      ∑ a, ∑ b, C a b • (sandwich (F a) (F b)ᴴ - (1 / 2 : ℂ) •
        (sandwich ((F b)ᴴ * F a) 1 + sandwich 1 ((F b)ᴴ * F a))) := by
    funext ρ
    simp only [generator, sandwich, Pi.add_apply, Pi.sub_apply, Pi.smul_apply,
      Finset.sum_apply, mul_one, one_mul]
  rw [h]
  simp only [map_add, map_sub, map_smul, map_sum, probe_sandwich, one_mul]

/-- For a traceless orthonormal family, each coefficient `C_cd` is read off from the action
of the generator on the matrix units. -/
theorem coefficient_recovery {F : ι → Matrix n n ℂ} (hF : TracelessOrthonormal F)
    (H : Matrix n n ℂ) (C : Matrix ι ι ℂ) (c d : ι) :
    ((F c)ᴴ * probe (F d) (generator H F C)).trace = C c d := by
  have hc : ((F c)ᴴ).trace = 0 := by
    rw [Matrix.trace_conjTranspose, hF.traceless, star_zero]
  rw [probe_generator]
  simp only [mul_add, mul_sub, mul_neg, mul_smul_comm, mul_one, Finset.mul_sum,
    Matrix.trace_add, Matrix.trace_sub, Matrix.trace_neg, Matrix.trace_smul,
    Matrix.trace_sum, hF.traceless, hF.orthonormal, hc, zero_smul,
    smul_zero, zero_sub, sub_zero, neg_zero, zero_add]
  -- only the term with `a = c` and `b = d` survives
  refine (Finset.sum_eq_single c ?_ ?_).trans ((Finset.sum_eq_single d ?_ ?_).trans ?_)
  · intro a _ ha
    exact Finset.sum_eq_zero fun b _ => by simp [ha.symm]
  · intro h
    exact absurd (Finset.mem_univ c) h
  · intro b _ hb
    simp [hb]
  · intro h
    exact absurd (Finset.mem_univ d) h
  · simp

/-- Uniqueness of the canonical form: for a traceless orthonormal family `F` and traceless
`H`, `H'`, equal generators have equal Hamiltonians and equal coefficient matrices. -/
theorem canonical_form_unique {F : ι → Matrix n n ℂ} (hF : TracelessOrthonormal F)
    {H H' : Matrix n n ℂ} {C C' : Matrix ι ι ℂ} (hH : H.trace = 0) (hH' : H'.trace = 0)
    (h : ∀ ρ, generator H F C ρ = generator H' F C' ρ) : H = H' ∧ C = C' := by
  have hg : generator H F C = generator H' F C' := funext h
  have hC : C = C' := by
    ext c d
    rw [← coefficient_recovery hF H C c d, hg, coefficient_recovery hF]
  subst hC
  refine ⟨?_, rfl⟩
  -- with equal dissipators, the probe with the identity isolates the Hamiltonian
  have h1 := congrArg (probe 1) hg
  rw [probe_generator, probe_generator] at h1
  have h2 := add_right_cancel h1
  simp only [mul_one, hH, hH', zero_smul, sub_zero, Matrix.trace_one] at h2
  ext i j
  have : Nonempty n := ⟨i⟩
  have hn : (Fintype.card n : ℂ) ≠ 0 := Nat.cast_ne_zero.mpr Fintype.card_ne_zero
  have h3 := congrFun (congrFun h2 i) j
  simp only [Matrix.smul_apply, smul_eq_mul] at h3
  exact mul_left_cancel₀ hn (mul_left_cancel₀ (neg_ne_zero.mpr Complex.I_ne_zero) h3)

omit [DecidableEq n] [DecidableEq ι] in
/-- Conjugating a generator by the adjoint replaces `H` and `C` by their adjoints. -/
theorem generator_conjTranspose (H : Matrix n n ℂ) (F : ι → Matrix n n ℂ)
    (C : Matrix ι ι ℂ) (ρ : Matrix n n ℂ) :
    (generator H F C ρᴴ)ᴴ = generator Hᴴ F Cᴴ ρ := by
  have hI : star (-Complex.I) = Complex.I := by simp
  have h2 : star (1 / 2 : ℂ) = 1 / 2 := by simp
  simp only [generator, conjTranspose_add, conjTranspose_sub, conjTranspose_smul,
    conjTranspose_mul, conjTranspose_sum, conjTranspose_conjTranspose, hI, h2]
  congr 1
  · module
  · rw [Finset.sum_comm]
    refine Finset.sum_congr rfl fun a _ => Finset.sum_congr rfl fun b _ => ?_
    rw [conjTranspose_apply, mul_assoc (F a), add_comm]

/-- For a traceless orthonormal family and traceless `H`, the generator commutes with the
adjoint exactly when `H` and `C` are Hermitian. -/
theorem preserves_adjoint_iff {F : ι → Matrix n n ℂ} (hF : TracelessOrthonormal F)
    {H : Matrix n n ℂ} {C : Matrix ι ι ℂ} (hH : H.trace = 0) :
    (∀ ρ, generator H F C ρᴴ = (generator H F C ρ)ᴴ) ↔ H.IsHermitian ∧ C.IsHermitian := by
  constructor
  · intro h
    exact canonical_form_unique hF (by rw [Matrix.trace_conjTranspose, hH, star_zero]) hH
      (fun ρ => by rw [← generator_conjTranspose, h, conjTranspose_conjTranspose])
  · rintro ⟨h1, h2⟩ ρ
    have h := generator_conjTranspose H F C ρ
    rw [h1.eq, h2.eq] at h
    rw [← h, conjTranspose_conjTranspose]

/-- The Hamiltonian `-(i/2) ∑ C_ab (α_b* F_a - α_a F_b†)`. -/
def shiftHamiltonian (F : ι → Matrix n n ℂ) (C : Matrix ι ι ℂ) (α : ι → ℂ) :
    Matrix n n ℂ :=
  (-Complex.I / 2) • ∑ a, ∑ b, C a b • (star (α b) • F a - α a • (F b)ᴴ)

omit [DecidableEq ι] in
/-- Adding a multiple `α_a` of the identity to each `F_a` and `shiftHamiltonian F C α` to the
Hamiltonian leaves the generator unchanged. -/
theorem generator_shift (H : Matrix n n ℂ) (F : ι → Matrix n n ℂ) (C : Matrix ι ι ℂ)
    (α : ι → ℂ) (ρ : Matrix n n ℂ) :
    generator (H + shiftHamiltonian F C α) (fun a => F a + α a • 1) C ρ
      = generator H F C ρ := by
  obtain ⟨S, hS⟩ : ∃ S, S = ∑ a, ∑ b, C a b • (star (α b) • F a - α a • (F b)ᴴ) :=
    ⟨_, rfl⟩
  have hcomm : S * ρ - ρ * S = ∑ a, ∑ b, C a b •
      ((star (α b) • F a - α a • (F b)ᴴ) * ρ - ρ * (star (α b) • F a - α a • (F b)ᴴ)) := by
    rw [hS]
    simp only [Finset.sum_mul, Finset.mul_sum, smul_mul_assoc, mul_smul_comm,
      ← Finset.sum_sub_distrib, ← smul_sub]
  -- the shifted dissipator produces an additional commutator
  have hD : ∑ a, ∑ b, C a b • ((F a + α a • 1) * ρ * (F b + α b • 1)ᴴ - (1 / 2 : ℂ) •
        ((F b + α b • 1)ᴴ * (F a + α a • 1) * ρ + ρ * ((F b + α b • 1)ᴴ * (F a + α a • 1))))
      = ∑ a, ∑ b, C a b • (F a * ρ * (F b)ᴴ - (1 / 2 : ℂ) •
        ((F b)ᴴ * F a * ρ + ρ * ((F b)ᴴ * F a))) + (1 / 2 : ℂ) • (S * ρ - ρ * S) := by
    rw [hcomm]
    simp only [Finset.smul_sum, ← Finset.sum_add_distrib]
    refine Finset.sum_congr rfl fun a _ => Finset.sum_congr rfl fun b _ => ?_
    simp only [conjTranspose_add, conjTranspose_smul, conjTranspose_one, add_mul, mul_add,
      sub_mul, mul_sub, smul_mul_assoc, mul_smul_comm, one_mul, mul_one, mul_assoc]
    module
  -- the shifted Hamiltonian cancels it
  have hI : (-Complex.I) * (-Complex.I / 2) = -(1 / 2) := by
    linear_combination (1 / 2) * Complex.I_mul_I
  have hK : (-Complex.I) • ((H + (-Complex.I / 2) • S) * ρ - ρ * (H + (-Complex.I / 2) • S))
      = (-Complex.I) • (H * ρ - ρ * H) - (1 / 2 : ℂ) • (S * ρ - ρ * S) := by
    rw [sub_eq_add_neg _ ((1 / 2 : ℂ) • _), ← neg_smul, ← hI]
    simp only [add_mul, mul_add, smul_mul_assoc, mul_smul_comm]
    module
  unfold generator shiftHamiltonian
  rw [← hS, hK, hD]
  abel

/-- The qubit family consisting of the two ladder matrices and `σ_z / √2`. -/
def qubitFamily : Fin 3 → Matrix (Fin 2) (Fin 2) ℂ :=
  ![!![0, 1; 0, 0], !![0, 0; 1, 0],
    !![((Real.sqrt 2 : ℝ) : ℂ)⁻¹, 0; 0, -((Real.sqrt 2 : ℝ) : ℂ)⁻¹]]

/-- The qubit family is traceless and orthonormal. -/
theorem qubitFamily_witness : TracelessOrthonormal qubitFamily := by
  have hs : ((Real.sqrt 2 : ℝ) : ℂ)⁻¹ * ((Real.sqrt 2 : ℝ) : ℂ)⁻¹ = 1 / 2 := by
    rw [← mul_inv, ← Complex.ofReal_mul, Real.mul_self_sqrt (by norm_num)]
    norm_num
  constructor
  · intro a
    fin_cases a <;> simp [qubitFamily, Matrix.trace_fin_two]
  · intro a b
    fin_cases a <;> fin_cases b <;>
      simp [qubitFamily, Matrix.trace_fin_two, Matrix.mul_apply, Fin.sum_univ_two]
    linear_combination 2 * hs

end

end LindbladCanonicalForm
```

```lean
#print axioms LindbladCanonicalForm.coefficient_recovery
#print axioms LindbladCanonicalForm.preserves_adjoint_iff
#print axioms LindbladCanonicalForm.generator_shift
```

```
'LindbladCanonicalForm.coefficient_recovery' depends on axioms: [propext, Classical.choice, Quot.sound]
'LindbladCanonicalForm.preserves_adjoint_iff' depends on axioms: [propext, Classical.choice, Quot.sound]
'LindbladCanonicalForm.generator_shift' depends on axioms: [propext, Classical.choice, Quot.sound]
```

## From matrix units to uniqueness in Lean

`probe_sandwich` is the identity for $\rho\mapsto A\rho B$. Its `h1` checks $E_{ij}ME_{ji}=M_{jj}E_{ii}$ entry by entry, `h2` is $\sum_iE_{ii}=1$, and the `calc` block carries out the double sum. `probe_generator` writes the generator as a combination of `sandwich` maps and applies linearity.

In `coefficient_recovery`, `simp` inserts the trace and orthonormality conditions. Two uses of `Finset.sum_eq_single` then select $a=c$ and $b=d$.

`canonical_form_unique` first obtains `hC` from this formula. After `subst hC` the dissipative terms are identical, and `add_right_cancel` removes them from the equation for `probe 1`. The last line cancels $-i$ and $N$. Comparing entries supplies an index `i`, which shows $N\neq0$; for $N=0$ there are no entries to compare.

`generator_conjTranspose` computes the adjoint, with `Finset.sum_comm` exchanging $a$ and $b$. `preserves_adjoint_iff` applies uniqueness to `Hᴴ` and `Cᴴ` in one direction and this computation in the other.

In `generator_shift`, `hD` finds the extra $\tfrac12[S,\rho]$ and `hK` the opposite term from the Hamiltonian; `abel` cancels them.

Finally, `qubitFamily_witness` verifies the conditions for a qubit with $F_0=E_{01}$, $F_1=E_{10}$ and $F_2=\sigma_z/\sqrt2$, by going through all index pairs. The entry that needs `hs` is $\mathrm{tr}(F_2^\dagger F_2)=2\cdot\tfrac12=1$.
